# Random SP2 purification of occupations in [0,1] converges exponentially in the mean

Take an occupation number $x\in[0,1]$ and apply $n$ steps, each either $t\mapsto t^2$ or $t\mapsto 2t-t^2$. Write $F_w(x)$ for the result when the choices form the word $w$. Averaged over all $2^n$ words,

$$\frac1{2^n}\sum_w F_w(x)\,\bigl(1-F_w(x)\bigr)\;\le\;\frac14\left(\frac{\sqrt3}{2}\right)^n .$$

The two maps are the steps of SP2 purification, which starts from a Hamiltonian mapped linearly so that its spectrum lies in $[0,1]$ with the lowest energies nearest 1, and approaches a zero-temperature density matrix by driving the eigenvalues to 0 or 1. In the trace-correcting version the trace decides which step comes next, so that the electron number comes out right. Here the choice is a fair coin toss, and for a finite spectrum in $[0,1]$ the bound shows that most long words still produce a nearly idempotent matrix, though not necessarily one with the wanted trace.

## Why the square root of the error contracts

Let $g(x)=x(1-x)$ be the idempotency error. The two steps multiply it by explicit factors:

$$g(x^2)=x^2(1-x^2)=a\,g(x),\qquad a=x(1+x),$$
$$g(2x-x^2)=x(2-x)(1-x)^2=b\,g(x),\qquad b=(2-x)(1-x).$$

Since $a+b=2-2x+2x^2=2-2g$, one random step takes $g$ to $g(1-g)$ in the mean. Near $x=0$ or $x=1$ the ratio $1-g$ approaches 1, so no fixed factor below 1 works for $g$ itself.

The square root behaves better. We have $ab=g(2+x-x^2)=2g+g^2$, and therefore

$$\left(\tfrac12+g\right)^2-ab=\tfrac14-g=\left(x-\tfrac12\right)^2\ge0 .$$

Hence $\sqrt{ab}\le\frac12+g$, and

$$(\sqrt a+\sqrt b)^2=2-2g+2\sqrt{ab}\le3 .$$

With $q=\sqrt3/2$, this says that the mean of $\sqrt g$ after one step is at most $q\sqrt{g(x)}$.

Let $M_n(x)$ be the mean of $\sqrt{g(F_w(x))}$ over words of length $n$, so that $M_0(x)=\sqrt{g(x)}$. Both steps preserve $[0,1]$, because $2x-x^2=1-(1-x)^2$. If $M_n\le q^n\sqrt g$ on $[0,1]$, then splitting off the first step gives

$$M_{n+1}(x)=\tfrac12\bigl[M_n(x^2)+M_n(2x-x^2)\bigr]\le q^n\,\tfrac12\Bigl[\sqrt{g(x^2)}+\sqrt{g(2x-x^2)}\Bigr]\le q^{n+1}\sqrt{g(x)} .$$

Finally $g\le\frac14$ gives $\sqrt g\le\frac12$, so $g\le\frac12\sqrt g$. The mean of $g$ is thus at most $\frac12M_n(x)\le\frac12q^n\sqrt{g(x)}\le\frac14q^n$.

For $N$ levels purified by the same word, the bounds add up to $Nq^n/4$. If a fraction $p$ of the words leaves a total error of at least $\varepsilon>0$, then $p\,\varepsilon$ is at most the mean total error, so $p\le Nq^n/(4\varepsilon)$.

The same first-step split yields a neighbouring identity, which the formal development leaves aside: the mean of $F_w(x)$ is exactly $x$, because $t^2$ and $2t-t^2$ average to $t$. Random purification therefore conserves the trace on average, while a single word can change it. The conserved value is the trace of the scaled Hamiltonian, which need not equal the wanted electron number.

## Words, occupations and errors in Lean

```lean
import Mathlib

open Finset

namespace RandomPurification

noncomputable section
```

A step is labelled by a Boolean.

```lean
/-- One SP2 step on an occupation number: `true` squares it, `false` sends `t` to `2t - t²`. -/
def step : Bool → ℝ → ℝ
  | true, t => t ^ 2
  | false, t => 2 * t - t ^ 2
```

A word of length $n$ is a function `Fin n → Bool`. Its letters are numbered from 0, and `w 0` acts first. `purify n w x` is $F_w(x)$.

```lean
/-- The occupation obtained from `x` by applying the `n` steps of a word in order. -/
def purify : (n : ℕ) → (Fin n → Bool) → ℝ → ℝ
  | 0, _, x => x
  | n + 1, w, x => purify n (fun i => w i.succ) (step (w 0) x)
```

The error $g$ is called `idemErr`.

```lean
/-- The idempotency error `x(1 - x)` of an occupation number. -/
def idemErr (x : ℝ) : ℝ := x * (1 - x)
```

The average gives every word the same weight, which corresponds to independent fair coin tosses.

```lean
/-- The average of a quantity over all `2^n` words of `n` steps. -/
def wordMean (n : ℕ) (f : (Fin n → Bool) → ℝ) : ℝ := (∑ w, f w) / 2 ^ n
```

For several levels, `x : ι → ℝ` lists the occupations over a finite index type `ι`, with degenerate levels listed separately. If these are the eigenvalues of a Hermitian matrix and $P$ is the purified matrix, `totalError` is $\operatorname{tr}(P-P^2)$. That passage from matrix to eigenvalues is the step left to the reader: the theorems concern real numbers only.

```lean
/-- The idempotency error summed over all levels, each purified by the same word. -/
def totalError {ι : Type*} [Fintype ι] (n : ℕ) (w : Fin n → Bool) (x : ι → ℝ) : ℝ :=
  ∑ i, idemErr (purify n w (x i))
```

## Splitting off the first step

The hypothesis `x ∈ Set.Icc 0 1` stands for the initial scaling of the spectrum into $[0,1]$. Induction on the length shows that every word respects this interval.

```lean
/-- Every word of SP2 steps keeps an occupation from `[0,1]` in `[0,1]`. -/
theorem purify_mem (n : ℕ) : ∀ (w : Fin n → Bool) {x : ℝ}, x ∈ Set.Icc (0 : ℝ) 1 →
    purify n w x ∈ Set.Icc (0 : ℝ) 1 := by
  induction n with
  | zero => intro w x hx; exact hx
  | succ n ih =>
    intro w x hx
    have hstep : ∀ b, step b x ∈ Set.Icc (0 : ℝ) 1 := by
      obtain ⟨h0, h1⟩ := hx
      intro b
      cases b
      · simp only [step]
        constructor <;> nlinarith [sq_nonneg (1 - x), mul_nonneg h0 (sub_nonneg.2 h1)]
      · simp only [step]
        constructor <;> nlinarith [sq_nonneg x, mul_nonneg h0 (sub_nonneg.2 h1)]
    exact ih _ (hstep _)
```

The next theorem is the recursion used for $M_n$, stated for an arbitrary function, which Lean calls `g` although it need not be the idempotency error. `Fin.consEquiv` identifies a word of length $n+1$ with its first letter and the remaining word, and the sum over the letter then has two terms.

```lean
/-- The average over words of `n + 1` steps is the mean of the two averages over words of
`n` steps that start from `x²` and from `2x - x²`. -/
theorem mean_purify_succ (n : ℕ) (x : ℝ) (g : ℝ → ℝ) :
    wordMean (n + 1) (fun w => g (purify (n + 1) w x)) =
      (wordMean n (fun w => g (purify n w (x ^ 2))) +
        wordMean n (fun w => g (purify n w (2 * x - x ^ 2)))) / 2 := by
  -- split the sum over words according to the first letter
  have h : ∑ w : Fin (n + 1) → Bool, g (purify (n + 1) w x) =
      ∑ w : Fin n → Bool, g (purify n w (x ^ 2)) +
        ∑ w : Fin n → Bool, g (purify n w (2 * x - x ^ 2)) := by
    refine ((Fin.consEquiv (fun _ : Fin (n + 1) => Bool)).sum_comp
      (fun w => g (purify (n + 1) w x))).symm.trans ?_
    rw [Fintype.sum_prod_type, Fintype.sum_bool]
    rfl
  unfold wordMean
  rw [h, pow_succ]
  ring
```

## One random step

The identity for the mean of $g$ is polynomial and holds for every real $x$.

```lean
/-- One random step changes the idempotency error `g` to `g(1 - g)` in the mean. -/
theorem mean_error_one_step (x : ℝ) :
    (idemErr (x ^ 2) + idemErr (2 * x - x ^ 2)) / 2 = idemErr x * (1 - idemErr x) := by
  unfold idemErr
  ring
```

To rule out a factor $c<1$, the proof takes $x=(1-c)/(2-c)$. This lies strictly between 0 and 1 and below $1-c$, so $g(x)\le x<1-c$ and the ratio $1-g(x)$ exceeds $c$.

```lean
/-- For every `c < 1` there is an occupation strictly between 0 and 1 whose mean idempotency error
after one random step is greater than `c` times its initial idempotency error. -/
theorem no_uniform_contraction {c : ℝ} (hc : c < 1) : ∃ x ∈ Set.Ioo (0 : ℝ) 1,
    c * idemErr x < (idemErr (x ^ 2) + idemErr (2 * x - x ^ 2)) / 2 := by
  have h1 : 0 < 1 - c := by linarith
  have h2 : 0 < 2 - c := by linarith
  -- an occupation close enough to zero
  obtain ⟨x, hx⟩ : ∃ x, x = (1 - c) / (2 - c) := ⟨_, rfl⟩
  have hx0 : 0 < x := by rw [hx]; exact div_pos h1 h2
  have hx1 : x < 1 := by rw [hx, div_lt_iff₀ h2]; linarith
  have hxc : x < 1 - c := by rw [hx, div_lt_iff₀ h2]; nlinarith [mul_pos h1 h1]
  refine ⟨x, ⟨hx0, hx1⟩, ?_⟩
  rw [mean_error_one_step]
  have hg : 0 < idemErr x := mul_pos hx0 (sub_pos.2 hx1)
  have hr : 0 < 1 - idemErr x - c := by unfold idemErr; nlinarith [sq_nonneg x]
  nlinarith [mul_pos hg hr]
```

In the contraction of $\sqrt g$, `e1` and `e2` are the factorisations with $a$ and $b$, `hab` is the bound on $\sqrt{ab}$, and `hs` is $\sqrt a+\sqrt b\le\sqrt3$. The square $(x-\frac12)^2$ is handed to `nlinarith` in `hab`.

```lean
/-- For an occupation in `[0,1]`, one random step shrinks the square root of the
idempotency error in the mean by at least the factor `√3/2`. -/
theorem sqrt_error_one_step {x : ℝ} (hx : x ∈ Set.Icc (0 : ℝ) 1) :
    (√(idemErr (x ^ 2)) + √(idemErr (2 * x - x ^ 2))) / 2 ≤ √3 / 2 * √(idemErr x) := by
  obtain ⟨h0, h1⟩ := hx
  have hg : 0 ≤ x * (1 - x) := mul_nonneg h0 (sub_nonneg.2 h1)
  have ha : 0 ≤ x * (1 + x) := mul_nonneg h0 (by linarith)
  have hb : 0 ≤ (2 - x) * (1 - x) := mul_nonneg (by linarith) (by linarith)
  -- each step multiplies the error by an explicit factor
  have e1 : idemErr (x ^ 2) = x * (1 + x) * idemErr x := by unfold idemErr; ring
  have e2 : idemErr (2 * x - x ^ 2) = (2 - x) * (1 - x) * idemErr x := by
    unfold idemErr; ring
  have hab : √(x * (1 + x)) * √((2 - x) * (1 - x)) ≤ 1 / 2 + x * (1 - x) := by
    rw [← Real.sqrt_mul ha]
    refine Real.sqrt_le_iff.2 ⟨by linarith, ?_⟩
    nlinarith [sq_nonneg (x - 1 / 2)]
  have hs : √(x * (1 + x)) + √((2 - x) * (1 - x)) ≤ √3 := by
    apply Real.le_sqrt_of_sq_le
    nlinarith [Real.sq_sqrt ha, Real.sq_sqrt hb]
  rw [e1, e2, Real.sqrt_mul ha, Real.sqrt_mul hb]
  have h := mul_le_mul_of_nonneg_right hs (Real.sqrt_nonneg (idemErr x))
  linarith
```

## From one step to $n$ steps

The induction keeps $x$ general, since its hypothesis is needed at $x^2$ and at $2x-x^2$. That both lie in $[0,1]$ comes from `purify_mem` for words of length one. `h1` and `h2` are the two induction bounds, and `h3` is the one-step contraction multiplied by $q^n$.

```lean
/-- For an occupation in `[0,1]`, the mean square root of the idempotency error after `n`
random steps is at most `(√3/2)^n` times its initial value. -/
theorem mean_sqrt_error_le (n : ℕ) {x : ℝ} (hx : x ∈ Set.Icc (0 : ℝ) 1) :
    wordMean n (fun w => √(idemErr (purify n w x))) ≤ (√3 / 2) ^ n * √(idemErr x) := by
  induction n generalizing x with
  | zero => simp [wordMean, purify]
  | succ n ih =>
    have e : wordMean (n + 1) (fun w => √(idemErr (purify (n + 1) w x))) =
        (wordMean n (fun w => √(idemErr (purify n w (x ^ 2)))) +
          wordMean n (fun w => √(idemErr (purify n w (2 * x - x ^ 2))))) / 2 :=
      mean_purify_succ n x (fun y => √(idemErr y))
    have h1 := ih (x := x ^ 2) (purify_mem 1 (fun _ => true) hx)
    have h2 := ih (x := 2 * x - x ^ 2) (purify_mem 1 (fun _ => false) hx)
    have hp : 0 ≤ (√3 / 2) ^ n := by positivity
    have h3 := mul_le_mul_of_nonneg_left (sqrt_error_one_step hx) hp
    rw [e, pow_succ (√3 / 2) n]
    generalize (√3 / 2) ^ n = p at h1 h2 h3 ⊢
    linarith
```

The main bound follows from $g\le\frac12\sqrt g$, applied word by word in `hpt` and averaged in `hmean`. The last lines use $\sqrt{g(x)}\le\frac12$ for the starting occupation.

```lean
/-- Random purification converges exponentially in the mean: for an occupation in `[0,1]`,
the idempotency error averaged over all words of `n` steps is at most `(√3/2)^n / 4`. -/
theorem mean_error_le (n : ℕ) {x : ℝ} (hx : x ∈ Set.Icc (0 : ℝ) 1) :
    wordMean n (fun w => idemErr (purify n w x)) ≤ (√3 / 2) ^ n / 4 := by
  have half : ∀ y : ℝ, √(idemErr y) ≤ 1 / 2 := fun y =>
    Real.sqrt_le_iff.2 ⟨by norm_num, by unfold idemErr; nlinarith [sq_nonneg (y - 1 / 2)]⟩
  -- the error is at most half its own square root
  have hpt : ∀ w : Fin n → Bool,
      idemErr (purify n w x) ≤ √(idemErr (purify n w x)) / 2 := by
    intro w
    have hy := purify_mem n w hx
    have hg : 0 ≤ idemErr (purify n w x) := mul_nonneg hy.1 (sub_nonneg.2 hy.2)
    nlinarith [Real.sq_sqrt hg, mul_nonneg (Real.sqrt_nonneg (idemErr (purify n w x)))
      (sub_nonneg.2 (half (purify n w x)))]
  have hmean : wordMean n (fun w => idemErr (purify n w x)) ≤
      wordMean n (fun w => √(idemErr (purify n w x))) / 2 := by
    have hsum : ∑ w : Fin n → Bool, idemErr (purify n w x) ≤
        (∑ w : Fin n → Bool, √(idemErr (purify n w x))) / 2 := by
      rw [Finset.sum_div]
      exact Finset.sum_le_sum fun w _ => hpt w
    unfold wordMean
    rw [div_right_comm]
    exact div_le_div_of_nonneg_right hsum (by positivity)
  have hp : 0 ≤ (√3 / 2) ^ n := by positivity
  have h1 := mean_sqrt_error_le n hx
  have h2 := mul_le_mul_of_nonneg_left (half x) hp
  linarith
```

## A whole spectrum under one word

Exchanging the sums over words and levels reduces the total error to the single-level bound. No independence between levels is needed, although they all share the same word.

```lean
/-- For finitely many levels with occupations in `[0,1]`, the mean total idempotency error
after `n` common random steps is at most the number of levels times `(√3/2)^n / 4`. -/
theorem mean_totalError_le {ι : Type*} [Fintype ι] (n : ℕ) {x : ι → ℝ}
    (hx : ∀ i, x i ∈ Set.Icc (0 : ℝ) 1) :
    wordMean n (fun w => totalError n w x) ≤ Fintype.card ι * ((√3 / 2) ^ n / 4) := by
  have e : wordMean n (fun w => totalError n w x) =
      ∑ i, wordMean n (fun w => idemErr (purify n w (x i))) := by
    simp only [wordMean, totalError]
    rw [Finset.sum_comm, Finset.sum_div]
  rw [e]
  calc _ ≤ ∑ _i : ι, (√3 / 2) ^ n / 4 := Finset.sum_le_sum fun i _ => mean_error_le n (hx i)
    _ = _ := by rw [Finset.sum_const, nsmul_eq_mul, Finset.card_univ]
```

The last theorem counts the words that miss the tolerance `ε`. In `key`, each such word contributes at least `ε` to the sum of total errors, and the other words contribute nonnegative amounts. The result limits the fraction of bad words but does not identify them, so it gives no guarantee for the particular word that a trace-based selection would produce.

```lean
/-- For occupations in `[0,1]` and a tolerance `ε > 0`, the fraction of words of `n` steps
that leave a total idempotency error of at least `ε` is at most the number of levels times
`(√3/2)^n / (4ε)`. -/
theorem fraction_unconverged_le {ι : Type*} [Fintype ι] (n : ℕ) {x : ι → ℝ}
    (hx : ∀ i, x i ∈ Set.Icc (0 : ℝ) 1) {ε : ℝ} (hε : 0 < ε) :
    ((univ.filter (fun w : Fin n → Bool => ε ≤ totalError n w x)).card : ℝ) / 2 ^ n ≤
      Fintype.card ι * ((√3 / 2) ^ n / 4) / ε := by
  -- Markov's inequality for the uniform measure on words
  have key : ((univ.filter (fun w : Fin n → Bool => ε ≤ totalError n w x)).card : ℝ) * ε ≤
      ∑ w : Fin n → Bool, totalError n w x := by
    rw [← nsmul_eq_mul, ← Finset.sum_const]
    refine (Finset.sum_le_sum fun w hw => (Finset.mem_filter.1 hw).2).trans ?_
    refine Finset.sum_le_sum_of_subset_of_nonneg (Finset.filter_subset _ _) fun w _ _ => ?_
    refine Finset.sum_nonneg fun i _ => ?_
    have hy := purify_mem n w (hx i)
    exact mul_nonneg hy.1 (sub_nonneg.2 hy.2)
  rw [le_div_iff₀ hε, div_mul_eq_mul_div]
  exact (div_le_div_of_nonneg_right key (by positivity)).trans (mean_totalError_le n hx)

end

end RandomPurification
```

```lean
#print axioms RandomPurification.no_uniform_contraction
#print axioms RandomPurification.mean_error_le
#print axioms RandomPurification.fraction_unconverged_le
```

```
'RandomPurification.no_uniform_contraction' depends on axioms: [propext, Classical.choice, Quot.sound]
'RandomPurification.mean_error_le' depends on axioms: [propext, Classical.choice, Quot.sound]
'RandomPurification.fraction_unconverged_le' depends on axioms: [propext, Classical.choice, Quot.sound]
```
